# How a residue tending to $W(0)$ joins the one-sided limits of the GW axis integral at a pole crossing

Let $W(\nu)$ be the screened interaction at imaginary frequency $i\nu$, and let $x=\omega-\varepsilon$ be the energy measured from one level $\varepsilon$. The values of $W$ lie in a real normed space $E$, which may hold numbers or matrices, real or complex. The limit theorems also ask that $E$ be complete (`CompleteSpace E`), as it is in finite dimension.

```lean
import Mathlib

open MeasureTheory Filter Set Topology

namespace GWContourDeformation

noncomputable section

variable {E : Type*} [NormedAddCommGroup E] [NormedSpace ℝ E]
```

For $W$ even in $\nu$, the imaginary axis contributes to the GW self-energy, for this level, the term

$$I(x)=-\frac1\pi\int_0^\infty \frac{x}{x^2+\nu^2}\,W(\nu)\,d\nu .$$

```lean
/-- The imaginary-axis integral `-(1/π) ∫ x W(ν) / (x² + ν²) dν` over `ν > 0`, for a screened
interaction `W` on the imaginary axis and an energy `x` measured from the pole crossing. -/
def axisIntegral (W : ℝ → E) (x : ℝ) : E :=
  (-(1 / Real.pi)) • ∫ ν in Ioi (0 : ℝ), (x / (x ^ 2 + ν ^ 2)) • W ν
```

The pole term has a weight $p_c(x)$, equal to $1$ for $x<0$, to $c$ at $x=0$ and to $0$ for $x>0$. This is the pattern of an occupied level, whose pole is enclosed when $\omega$ lies below $\varepsilon$. The real number $c$ is the convention for a pole lying on the contour itself.

```lean
/-- The weight of the pole term: one for `x < 0`, `c` at `x = 0`, zero for `x > 0`. -/
def poleWeight (c x : ℝ) : ℝ := if x < 0 then 1 else if x = 0 then c else 0
```

With a residue function $R(x)$, which in GW is the screened interaction at the real frequency $x$, the contour sum is

$$S_c(x)=I(x)-p_c(x)\,R(x).$$

```lean
/-- The contour-deformation sum: the axis integral minus the weighted residue `R x`. -/
def contourSum (W R : ℝ → E) (c x : ℝ) : E :=
  axisIntegral W x - poleWeight c x • R x
```

This sum is a definition here: it is not derived from the real-frequency convolution of $G$ and $W$. It describes a single level, without broadening and with the integral taken exactly.

Parts (d) to (g) assume that $W$ is strongly measurable (`hm`), that $\|W(\nu)\|\le C$ for $\nu\ge0$ (`hb`), and that $W$ is continuous at $0$ from the right (`hc`). Physically, the screened interaction stays bounded along the imaginary axis and tends to its static value $W(0)$ as $\nu\to0^+$.

### (a) The axis integral at the crossing

Show that $I(0)=0$.

**Solution.** At $x=0$ the kernel is $0/\nu^2=0$ for every $\nu>0$, so the integrand vanishes. In Lean, `simp` unfolds the definition and finds the same zero.

```lean
/-- At `x = 0` the axis integral vanishes. -/
theorem axisIntegral_zero (W : ℝ → E) : axisIntegral W 0 = 0 := by
  simp [axisIntegral]
```

### (b) Parity in the energy

Show that $I(-x)=-I(x)$ for every real $x$.

**Solution.** The denominator depends on $x^2$ only, and the numerator changes sign:

$$\frac{-x}{(-x)^2+\nu^2}=-\frac{x}{x^2+\nu^2}.$$

Integrating against $W$ gives the claim. The proof moves the minus sign inside the integral and then compares integrands on $\nu>0$ with `setIntegral_congr_fun`.

```lean
/-- The axis integral is odd in the energy `x`. -/
theorem axisIntegral_neg (W : ℝ → E) (x : ℝ) :
    axisIntegral W (-x) = -axisIntegral W x := by
  unfold axisIntegral
  rw [← smul_neg, ← integral_neg]
  congr 1
  refine setIntegral_congr_fun measurableSet_Ioi (fun ν _ => ?_)
  show (-x / ((-x) ^ 2 + ν ^ 2)) • W ν = -((x / (x ^ 2 + ν ^ 2)) • W ν)
  rw [neg_sq, neg_div, neg_smul]
```

### (c) Frequency in units of the energy

Show that for $x>0$

$$I(x)=-\frac1\pi\int_0^\infty\frac{W(xt)}{1+t^2}\,dt .$$

**Solution.** Put $\nu=xt$, so $d\nu=x\,dt$. Then

$$\frac{x}{x^2+x^2t^2}\,x\,dt=\frac{dt}{1+t^2}.$$

In the code, `h` is the change of variable, `h2` solves it for the original integral, and `h3` simplifies the kernel. Neither (b) nor (c) needs a hypothesis on $W$, because Lean gives a non-integrable function the integral zero and both sides then agree.

```lean
/-- For `x > 0`, measuring the frequency in units of `x` moves the energy from the kernel into
the argument of `W`. -/
theorem axisIntegral_scaled (W : ℝ → E) {x : ℝ} (hx : 0 < x) :
    axisIntegral W x =
      (-(1 / Real.pi)) • ∫ t in Ioi (0 : ℝ), (1 + t ^ 2)⁻¹ • W (x * t) := by
  have h : (∫ t in Ioi (0 : ℝ), (x / (x ^ 2 + (x * t) ^ 2)) • W (x * t)) =
      x⁻¹ • ∫ ν in Ioi (0 : ℝ), (x / (x ^ 2 + ν ^ 2)) • W ν := by
    simpa only [mul_zero] using
      integral_comp_mul_left_Ioi (fun ν => (x / (x ^ 2 + ν ^ 2)) • W ν) 0 hx
  have h2 : (∫ ν in Ioi (0 : ℝ), (x / (x ^ 2 + ν ^ 2)) • W ν) =
      x • ∫ t in Ioi (0 : ℝ), (x / (x ^ 2 + (x * t) ^ 2)) • W (x * t) := by
    rw [h, smul_smul, mul_inv_cancel₀ hx.ne', one_smul]
  have h3 : (∫ ν in Ioi (0 : ℝ), (x / (x ^ 2 + ν ^ 2)) • W ν) =
      ∫ t in Ioi (0 : ℝ), (1 + t ^ 2)⁻¹ • W (x * t) := by
    rw [h2, ← integral_smul]
    refine setIntegral_congr_fun measurableSet_Ioi (fun t _ => ?_)
    show x • ((x / (x ^ 2 + (x * t) ^ 2)) • W (x * t)) = (1 + t ^ 2)⁻¹ • W (x * t)
    have h1 : x ^ 2 + (x * t) ^ 2 = x ^ 2 * (1 + t ^ 2) := by ring
    have h0 : 1 + t ^ 2 ≠ 0 := by positivity
    rw [smul_smul, h1]
    congr 1
    field_simp
  rw [axisIntegral, h3]
```

### (d) The limit from the right

Show that

$$\lim_{x\to0^+}I(x)=-\tfrac12W(0).$$

**Solution.** Use the form in (c). For $x,t>0$ the integrand is bounded in norm by $C/(1+t^2)$, which is integrable and independent of $x$. For each fixed $t>0$, $xt\to0$ from the right, so $W(xt)\to W(0)$. Dominated convergence gives

$$I(x)\to-\frac1\pi\,W(0)\int_0^\infty\frac{dt}{1+t^2}=-\frac1\pi\cdot\frac\pi2\,W(0)=-\tfrac12W(0).$$

The filter `𝓝[>] 0` means $x\to0$ with $x>0$. In `key`, the four bulleted goals are measurability, the bound, its integrability and pointwise convergence. The arctangent integral is `hv`, and the last lines return to $I$ through (c).

```lean
/-- For strongly measurable `W`, bounded on `ν ≥ 0` and continuous at zero from the right, the axis
integral tends to `-W(0)/2` as `x` tends to zero from the right. -/
theorem axisIntegral_tendsto_right [CompleteSpace E] {W : ℝ → E} {C : ℝ}
    (hm : StronglyMeasurable W) (hb : ∀ ν, 0 ≤ ν → ‖W ν‖ ≤ C)
    (hc : ContinuousWithinAt W (Ici 0) 0) :
    Tendsto (axisIntegral W) (𝓝[>] 0) (𝓝 ((-(1 / 2 : ℝ)) • W 0)) := by
  -- dominated convergence with the Lorentzian bound
  have key : Tendsto (fun x : ℝ => ∫ t in Ioi (0 : ℝ), (1 + t ^ 2)⁻¹ • W (x * t)) (𝓝[>] 0)
      (𝓝 (∫ t in Ioi (0 : ℝ), (1 + t ^ 2)⁻¹ • W 0)) := by
    refine tendsto_integral_filter_of_dominated_convergence
      (fun t : ℝ => (1 + t ^ 2)⁻¹ * C) ?_ ?_ ?_ ?_
    · have hk : Measurable fun t : ℝ => (1 + t ^ 2)⁻¹ := by fun_prop
      exact Eventually.of_forall fun x => (hk.stronglyMeasurable.smul
        (hm.comp_measurable (measurable_const_mul x))).aestronglyMeasurable
    · filter_upwards [self_mem_nhdsWithin] with x hx
      filter_upwards [ae_restrict_mem measurableSet_Ioi] with t ht
      rw [norm_smul, Real.norm_of_nonneg (by positivity)]
      exact mul_le_mul_of_nonneg_left
        (hb _ (mul_pos (mem_Ioi.mp hx) (mem_Ioi.mp ht)).le) (by positivity)
    · exact (integrable_inv_one_add_sq.mul_const C).integrableOn
    · filter_upwards [ae_restrict_mem measurableSet_Ioi] with t ht
      have h0 : Tendsto (fun x : ℝ => x * t) (𝓝 0) (𝓝 (0 * t)) :=
        Continuous.tendsto (by fun_prop) 0
      rw [zero_mul] at h0
      have h1 : Tendsto (fun x : ℝ => x * t) (𝓝[>] 0) (𝓝[≥] 0) := by
        refine tendsto_nhdsWithin_iff.mpr ⟨h0.mono_left nhdsWithin_le_nhds, ?_⟩
        filter_upwards [self_mem_nhdsWithin] with x hx
        exact (mul_pos (mem_Ioi.mp hx) (mem_Ioi.mp ht)).le
      exact (hc.tendsto.comp h1).const_smul _
  have hv : (∫ t in Ioi (0 : ℝ), (1 + t ^ 2)⁻¹ • W 0) = (Real.pi / 2) • W 0 := by
    rw [integral_smul_const, integral_Ioi_inv_one_add_sq, Real.arctan_zero, sub_zero]
  have hpi : -(1 / Real.pi) * (Real.pi / 2) = -(1 / 2) := by
    have := Real.pi_ne_zero
    field_simp
  have h := key.const_smul (-(1 / Real.pi))
  rw [hv, smul_smul, hpi] at h
  refine h.congr' ?_
  filter_upwards [self_mem_nhdsWithin] with x hx
  exact (axisIntegral_scaled W hx).symm
```

### (e) The limit from the left

Show that

$$\lim_{x\to0^-}I(x)=\tfrac12W(0).$$

**Solution.** By (b), $I(x)=-I(-x)$. As $x\to0^-$, $-x\to0^+$, so (d) gives $I(x)\to-\left(-\tfrac12W(0)\right)$. The reflection of the approach is `hn`, which is composed with the right-hand limit.

```lean
/-- For strongly measurable `W`, bounded on `ν ≥ 0` and continuous at zero from the right, the axis
integral tends to `W(0)/2` as `x` tends to zero from the left. -/
theorem axisIntegral_tendsto_left [CompleteSpace E] {W : ℝ → E} {C : ℝ}
    (hm : StronglyMeasurable W) (hb : ∀ ν, 0 ≤ ν → ‖W ν‖ ≤ C)
    (hc : ContinuousWithinAt W (Ici 0) 0) :
    Tendsto (axisIntegral W) (𝓝[<] 0) (𝓝 ((1 / 2 : ℝ) • W 0)) := by
  have h0 : Tendsto (fun x : ℝ => -x) (𝓝 0) (𝓝 (-0)) := Continuous.tendsto (by fun_prop) 0
  rw [neg_zero] at h0
  have hn : Tendsto (fun x : ℝ => -x) (𝓝[<] 0) (𝓝[>] 0) := by
    refine tendsto_nhdsWithin_iff.mpr ⟨h0.mono_left nhdsWithin_le_nhds, ?_⟩
    filter_upwards [self_mem_nhdsWithin] with x hx
    exact neg_pos.mpr (mem_Iio.mp hx)
  have h := ((axisIntegral_tendsto_right hm hb hc).comp hn).neg
  rw [neg_smul, neg_neg] at h
  refine h.congr fun x => ?_
  show -(axisIntegral W (-x)) = _
  rw [axisIntegral_neg, neg_neg]
```

### (f) Adding the pole term

Suppose also that $R(x)\to W(0)$ as $x\to0^-$. Show that, for every $c$,

$$\lim_{x\to0^+}S_c(x)=\lim_{x\to0^-}S_c(x)=I(0)-\tfrac12W(0).$$

**Solution.** For $x>0$ the pole has weight zero, so $S_c=I\to-\tfrac12W(0)$. For $x<0$ it has weight one, so

$$S_c(x)=I(x)-R(x)\to\tfrac12W(0)-W(0)=-\tfrac12W(0).$$

Since $I(0)=0$, both limits have the stated form. The value $c$ plays no part, because one-sided limits do not look at $x=0$.

The hypothesis `hR` says that the screened interaction at small real frequency approaches the same static value as along the imaginary axis. It is assumed, since $R$ and $W$ are independent functions in the code. The theorem is a conjunction, and its two bullets are the two cases above.

For a contour-deformation GW calculation this means that, in this one-level model with exact integration, the jumps of the axis integral and of the pole term cancel as $\omega$ crosses the level.

```lean
/-- Let `W` be strongly measurable, bounded on `ν ≥ 0` and continuous at zero from the right. If the
residue tends to `W(0)` from the left, the contour sum has the same limit `I(0) - W(0)/2` from both
sides of the pole crossing, `I` being the axis integral. -/
theorem contourSum_limits [CompleteSpace E] {W R : ℝ → E} {C : ℝ} (c : ℝ)
    (hm : StronglyMeasurable W) (hb : ∀ ν, 0 ≤ ν → ‖W ν‖ ≤ C)
    (hc : ContinuousWithinAt W (Ici 0) 0) (hR : Tendsto R (𝓝[<] 0) (𝓝 (W 0))) :
    Tendsto (contourSum W R c) (𝓝[>] 0) (𝓝 (axisIntegral W 0 - (1 / 2 : ℝ) • W 0)) ∧
    Tendsto (contourSum W R c) (𝓝[<] 0) (𝓝 (axisIntegral W 0 - (1 / 2 : ℝ) • W 0)) := by
  rw [axisIntegral_zero, zero_sub, ← neg_smul]
  constructor
  · refine (axisIntegral_tendsto_right hm hb hc).congr' ?_
    filter_upwards [self_mem_nhdsWithin] with x hx
    have hx' : 0 < x := hx
    simp [contourSum, poleWeight, not_lt.mpr hx'.le, hx'.ne']
  · have h := (axisIntegral_tendsto_left hm hb hc).sub hR
    have e : (1 / 2 : ℝ) • W 0 - W 0 = (-(1 / 2 : ℝ)) • W 0 := by module
    rw [e] at h
    refine h.congr' ?_
    filter_upwards [self_mem_nhdsWithin] with x hx
    have hx' : x < 0 := hx
    simp [contourSum, poleWeight, hx']
```

### (g) The weight of a pole on the contour

Suppose in addition that $R(0)=W(0)\neq0$. Show that

$$S_c\text{ is continuous at }0\iff c=\tfrac12 .$$

**Solution.** At the crossing, $S_c(0)=I(0)-c\,W(0)$. If $S_c$ is continuous there, this value equals the limit in (f), so $c\,W(0)=\tfrac12W(0)$, and $W(0)\ne0$ forces $c=\tfrac12$. Conversely, for $c=\tfrac12$ the value equals both one-sided limits, which is continuity.

For matrices, `hW0` says only that $W(0)$ is not the zero matrix; it need not be invertible. The forward direction uses `tendsto_nhds_unique` and then cancels the vector $W(0)$. The reverse direction joins the two one-sided statements.

```lean
/-- Under the hypotheses of `contourSum_limits`, and with `R(0) = W(0) ≠ 0`, the contour sum is
continuous at the crossing exactly when the pole lying on the contour is counted with weight one
half. -/
theorem contourSum_continuousAt_iff [CompleteSpace E] {W R : ℝ → E} {C : ℝ} (c : ℝ)
    (hm : StronglyMeasurable W) (hb : ∀ ν, 0 ≤ ν → ‖W ν‖ ≤ C)
    (hc : ContinuousWithinAt W (Ici 0) 0) (hR : Tendsto R (𝓝[<] 0) (𝓝 (W 0)))
    (hR0 : R 0 = W 0) (hW0 : W 0 ≠ 0) :
    ContinuousAt (contourSum W R c) 0 ↔ c = 1 / 2 := by
  obtain ⟨hr, hl⟩ := contourSum_limits c hm hb hc hR
  have hv : contourSum W R c 0 = axisIntegral W 0 - c • W 0 := by
    simp [contourSum, poleWeight, hR0]
  constructor
  · intro h
    have h1 := tendsto_nhds_unique (h.tendsto.mono_left nhdsWithin_le_nhds) hr
    rw [hv] at h1
    exact smul_left_injective ℝ hW0 (sub_right_inj.mp h1)
  · rintro rfl
    rw [← hv] at hr hl
    exact continuousAt_iff_continuous_left'_right'.mpr ⟨hl, hr⟩
```

### (h) The area of a half Lorentzian

For $a>0$, show that $a/(a^2+\nu^2)$ is integrable on $\nu>0$ and that

$$\int_0^\infty\frac{a}{a^2+\nu^2}\,d\nu=\frac\pi2 .$$

**Solution.** Write the integrand as $a^{-1}\bigl(1+(\nu/a)^2\bigr)^{-1}$ and put $\nu=at$. The factors of $a$ cancel, leaving $\int_0^\infty dt/(1+t^2)=\pi/2$. The rewriting is `e`. Integrability is stated as well because (i) splits an integral into two.

```lean
/-- A Lorentzian of width `a > 0` is integrable on the half-line, with integral `π/2`. -/
theorem lorentzian_integral {a : ℝ} (ha : 0 < a) :
    IntegrableOn (fun ν : ℝ => a / (a ^ 2 + ν ^ 2)) (Ioi 0) ∧
    ∫ ν in Ioi (0 : ℝ), a / (a ^ 2 + ν ^ 2) = Real.pi / 2 := by
  have e : (fun ν : ℝ => a / (a ^ 2 + ν ^ 2)) = fun ν => a⁻¹ * (1 + (a⁻¹ * ν) ^ 2)⁻¹ := by
    funext ν
    have h0 : a ^ 2 + ν ^ 2 ≠ 0 := by positivity
    have h1 : 1 + (a⁻¹ * ν) ^ 2 = (a ^ 2 + ν ^ 2) / a ^ 2 := by field_simp
    rw [h1]
    field_simp
  rw [e]
  constructor
  · exact ((integrable_inv_one_add_sq.comp_mul_left' (inv_ne_zero ha.ne')).const_mul
      a⁻¹).integrableOn
  · rw [integral_const_mul,
      integral_comp_mul_left_Ioi (fun t : ℝ => (1 + t ^ 2)⁻¹) 0 (inv_pos.mpr ha),
      mul_zero, integral_Ioi_inv_one_add_sq, Real.arctan_zero, sub_zero, smul_eq_mul,
      inv_inv, ← mul_assoc, inv_mul_cancel₀ ha.ne', one_mul]
```

### (i) A single plasmon pole

Let $W(\nu)=A/(\nu^2+\Omega^2)$ with $A$ real. This models the part of the screened interaction beyond the bare Coulomb interaction, with one undamped plasmon of energy $\Omega$. The size of $A$ sets the coupling strength, and $A<0$ for a repulsion reduced by screening; the formula holds for either sign. Show that for $0<x<\Omega$

$$I(x)=-\frac{A}{2\Omega(\Omega+x)} .$$

**Solution.** Partial fractions in $\nu^2$ give

$$\frac{x}{x^2+\nu^2}\,\frac{A}{\nu^2+\Omega^2}=\frac{A}{\Omega^2-x^2}\left[\frac{x}{x^2+\nu^2}-\frac{x}{\Omega}\,\frac{\Omega}{\Omega^2+\nu^2}\right].$$

By (h), each Lorentzian integrates to $\pi/2$. Hence

$$I(x)=-\frac12\,\frac{A}{\Omega^2-x^2}\left(1-\frac{x}{\Omega}\right)=-\frac{A}{2\Omega(\Omega+x)} .$$

The partial fractions are `e`, the final simplification is `hp`, and `linear_combination` combines `hp` with the cancellation of $\pi$.

```lean
/-- The axis integral of the plasmon-pole interaction `A / (ν² + Ω²)` for `0 < x < Ω`. -/
theorem plasmon_axisIntegral (A : ℝ) {Ω x : ℝ} (hx : 0 < x) (hxΩ : x < Ω) :
    axisIntegral (fun ν => A / (ν ^ 2 + Ω ^ 2)) x = -(A / (2 * Ω * (Ω + x))) := by
  have hΩ : 0 < Ω := hx.trans hxΩ
  have hD : Ω ^ 2 - x ^ 2 ≠ 0 := by nlinarith
  obtain ⟨i1, v1⟩ := lorentzian_integral hx
  obtain ⟨i2, v2⟩ := lorentzian_integral hΩ
  -- partial fractions in the squared frequency
  have e : ∀ ν : ℝ, (x / (x ^ 2 + ν ^ 2)) • (A / (ν ^ 2 + Ω ^ 2)) =
      A / (Ω ^ 2 - x ^ 2) * (x / (x ^ 2 + ν ^ 2)) -
        A * x / (Ω * (Ω ^ 2 - x ^ 2)) * (Ω / (Ω ^ 2 + ν ^ 2)) := by
    intro ν
    have h1 : x ^ 2 + ν ^ 2 ≠ 0 := by positivity
    have h2 : Ω ^ 2 + ν ^ 2 ≠ 0 := by positivity
    rw [smul_eq_mul, add_comm (ν ^ 2) (Ω ^ 2)]
    field_simp
    ring
  have hp : A / (Ω ^ 2 - x ^ 2) - A * x / (Ω * (Ω ^ 2 - x ^ 2)) =
      2 * (A / (2 * Ω * (Ω + x))) := by
    rw [div_sub_div _ _ hD (mul_ne_zero hΩ.ne' hD), ← mul_div_assoc,
      div_eq_div_iff (mul_ne_zero hD (mul_ne_zero hΩ.ne' hD)) (by positivity)]
    ring
  have hpi : Real.pi⁻¹ * Real.pi = 1 := inv_mul_cancel₀ Real.pi_ne_zero
  simp only [axisIntegral, e]
  rw [integral_sub (i1.const_mul _) (i2.const_mul _), integral_const_mul, integral_const_mul,
    v1, v2, smul_eq_mul]
  linear_combination (-(1 / 2) * (A / (Ω ^ 2 - x ^ 2) - A * x / (Ω * (Ω ^ 2 - x ^ 2)))) * hpi
    + (-(1 / 2)) * hp
```

### (j) One formula across the crossing

Keep this $W$ and take $R(x)=A/(\Omega^2-x^2)$, its continuation to real frequency by $\nu^2\to-x^2$. Show that for all $|x|<\Omega$

$$S_{1/2}(x)=-\frac{A}{2\Omega(\Omega+x)} .$$

**Solution.** For $x>0$ the pole term is absent and (i) is the answer. At $x=0$, $S_{1/2}(0)=-\tfrac12A/\Omega^2$, which agrees. For $x<0$, (b) and (i) give $I(x)=A/\bigl(2\Omega(\Omega-x)\bigr)$, so

$$S_{1/2}(x)=\frac{A}{2\Omega(\Omega-x)}-\frac{A}{\Omega^2-x^2}
=\frac{A\,[(\Omega+x)-2\Omega]}{2\Omega(\Omega^2-x^2)}=-\frac{A}{2\Omega(\Omega+x)} .$$

The proof splits into these three cases with `lt_trichotomy`. The bound $x>-\Omega$ keeps the energy away from the pole of $R$ at $x=-\Omega$; the bound $x<\Omega$ is taken over from (i).

```lean
/-- For a plasmon pole at `Ω`, with residue `A / (Ω² - x²)` and half weight at the crossing, the
contour sum is `-A / (2Ω(Ω + x))` for every `|x| < Ω`. -/
theorem plasmon_contourSum (A : ℝ) {Ω x : ℝ} (hx : |x| < Ω) :
    contourSum (fun ν => A / (ν ^ 2 + Ω ^ 2)) (fun y => A / (Ω ^ 2 - y ^ 2)) (1 / 2) x =
      -(A / (2 * Ω * (Ω + x))) := by
  obtain ⟨hl, hr⟩ := abs_lt.mp hx
  have hΩ : 0 < Ω := (abs_nonneg x).trans_lt hx
  rcases lt_trichotomy x 0 with h | h | h
  · -- below the crossing the full residue is subtracted
    have hI : axisIntegral (fun ν => A / (ν ^ 2 + Ω ^ 2)) x = A / (2 * Ω * (Ω + -x)) := by
      have h1 := plasmon_axisIntegral A (neg_pos.mpr h) (by linarith : -x < Ω)
      rw [axisIntegral_neg] at h1
      exact neg_injective h1
    have p1 : 2 * Ω * (Ω + -x) ≠ 0 := (mul_pos (by linarith) (by linarith)).ne'
    have p2 : 2 * Ω * (Ω + x) ≠ 0 := (mul_pos (by linarith) (by linarith)).ne'
    have p3 : Ω ^ 2 - x ^ 2 ≠ 0 := by nlinarith
    simp only [contourSum, poleWeight, if_pos h, one_smul, hI]
    rw [div_sub_div _ _ p1 p3, ← neg_div, div_eq_div_iff (mul_ne_zero p1 p3) p2]
    ring
  · subst h
    rw [contourSum, axisIntegral_zero]
    simp only [poleWeight, lt_irrefl, ↓reduceIte, smul_eq_mul]
    ring
  · simp only [contourSum, poleWeight, if_neg (not_lt.mpr h.le), if_neg h.ne', zero_smul,
      sub_zero]
    exact plasmon_axisIntegral A h hr

end

end GWContourDeformation
```

```lean
#print axioms GWContourDeformation.contourSum_limits
#print axioms GWContourDeformation.contourSum_continuousAt_iff
#print axioms GWContourDeformation.plasmon_contourSum
```

```
'GWContourDeformation.contourSum_limits' depends on axioms: [propext, Classical.choice, Quot.sound]
'GWContourDeformation.contourSum_continuousAt_iff' depends on axioms: [propext, Classical.choice, Quot.sound]
'GWContourDeformation.plasmon_contourSum' depends on axioms: [propext, Classical.choice, Quot.sound]
```
